# Mean energy of an exponential-down step on a uniform energy grid, counting only steps of at least m grains

In the exponential-down model of collisional energy transfer, let a step down by `n` grains of size `d` have the unnormalised weight exp(−nd/a), where `d` and the range `a` are positive. The theorem `meanStep_eq` states that the mean step energy, taken over all steps of at least `m` grains, is md + d/(exp(d/a) − 1). The steps have no upper limit, so the mean is a ratio of two infinite sums, and dividing by the sum of the weights normalises it. The proof takes both sums in closed form from earlier theorems, cancels their common factor, and rewrites q/(1 − q), with q = exp(−d/a), as 1/(exp(d/a) − 1).

The first attempt, which Lean rejects:

```lean
import Mathlib

namespace MeanStepEq

noncomputable section

/-- Unnormalised exponential-down weight of a step down by `n` grains of size `d`, with range `a`,
for `d > 0` and `a > 0`. -/
def weight (d a : ℝ) (n : ℕ) : ℝ := Real.exp (-(n * d) / a)

/-- Mean energy of a down-step when only steps of at least `m` grains are counted, for `d > 0`
and `a > 0`: `m = 0` includes elastic collisions, `m = 1` leaves them out. -/
def meanStep (d a : ℝ) (m : ℕ) : ℝ :=
  (∑' n : ℕ, ((n + m : ℕ) : ℝ) * d * weight d a (n + m)) / ∑' n : ℕ, weight d a (n + m)

/-- The weights form a geometric sequence: each further grain costs a factor `exp (-d/a)`. -/
theorem weight_eq_pow (d a : ℝ) (n : ℕ) : weight d a n = Real.exp (-d / a) ^ n := by
  unfold weight
  rw [← Real.exp_nat_mul]
  congr 1
  ring

/-- For `d > 0` and `a > 0` the weights of all steps of at least `m` grains have a finite sum,
given here in closed form. -/
theorem hasSum_weight {d a : ℝ} (hd : 0 < d) (ha : 0 < a) (m : ℕ) :
    HasSum (fun n : ℕ => weight d a (n + m))
      (Real.exp (-d / a) ^ m / (1 - Real.exp (-d / a))) := by
  have hq1 : Real.exp (-d / a) < 1 :=
    Real.exp_lt_one_iff.mpr (div_neg_of_neg_of_pos (by linarith) ha)
  have h := (hasSum_geometric_of_lt_one (Real.exp_pos (-d / a)).le hq1).mul_left
    (Real.exp (-d / a) ^ m)
  have hf : ∀ n : ℕ, weight d a (n + m) = Real.exp (-d / a) ^ m * Real.exp (-d / a) ^ n := by
    intro n
    rw [weight_eq_pow, pow_add, mul_comm]
  simp only [hf]
  rw [div_eq_mul_inv (Real.exp (-d / a) ^ m)]
  exact h

/-- For `d > 0` and `a > 0` the first moment of the step energy converges; it is the
normalisation times `m d + d q / (1 - q)` with `q = exp (-d/a)`. -/
theorem hasSum_step_mul_weight {d a : ℝ} (hd : 0 < d) (ha : 0 < a) (m : ℕ) :
    HasSum (fun n : ℕ => ((n + m : ℕ) : ℝ) * d * weight d a (n + m))
      ((m * d + d * (Real.exp (-d / a) / (1 - Real.exp (-d / a)))) *
        (Real.exp (-d / a) ^ m / (1 - Real.exp (-d / a)))) := by
  have hq0 := Real.exp_pos (-d / a)
  have hq1 : Real.exp (-d / a) < 1 :=
    Real.exp_lt_one_iff.mpr (div_neg_of_neg_of_pos (by linarith) ha)
  have hw := weight_eq_pow d a
  generalize Real.exp (-d / a) = q at hq0 hq1 hw ⊢
  have h1 := hasSum_geometric_of_lt_one hq0.le hq1
  have h2 : HasSum (fun n : ℕ => (n : ℝ) * q ^ n) (q / (1 - q) ^ 2) :=
    hasSum_coe_mul_geometric_of_norm_lt_one (by rwa [Real.norm_of_nonneg hq0.le])
  have e : q / (1 - q) ^ 2 = q * (1 - q)⁻¹ * (1 - q)⁻¹ := by
    rw [div_eq_mul_inv, sq, mul_inv]
    ring
  rw [e] at h2
  -- split the step energy into the offset `m d` and the remaining `n d`
  have h := (h2.mul_left (q ^ m * d)).add (h1.mul_left (q ^ m * d * m))
  have hf : ∀ n : ℕ, ((n + m : ℕ) : ℝ) * d * weight d a (n + m) =
      q ^ m * d * (n * q ^ n) + q ^ m * d * m * q ^ n := by
    intro n
    rw [hw, pow_add]
    push_cast
    ring
  have hv : (m * d + d * (q / (1 - q))) * (q ^ m / (1 - q)) =
      q ^ m * d * (q * (1 - q)⁻¹ * (1 - q)⁻¹) + q ^ m * d * m * (1 - q)⁻¹ := by
    ring
  rw [hv]
  simp only [hf]
  exact h

/-- Closed form of the mean step for `d > 0` and `a > 0`: the smallest counted step `m d` plus
the Planck-like term `d / (exp (d/a) - 1)`. -/
theorem meanStep_eq {d a : ℝ} (hd : 0 < d) (ha : 0 < a) (m : ℕ) :
    meanStep d a m = m * d + d / (Real.exp (d / a) - 1) := by
  have hq0 := Real.exp_pos (-d / a)
  have hq1 : Real.exp (-d / a) < 1 :=
    Real.exp_lt_one (div_neg_of_neg_of_pos (by linarith) ha)
  have hE : 1 < Real.exp (d / a) := Real.one_lt_exp_iff.mpr (div_pos hd ha)
  have hqE : Real.exp (-d / a) * Real.exp (d / a) = 1 := by
    rw [← Real.exp_add, neg_div, neg_add_cancel, Real.exp_zero]
  have hS : Real.exp (-d / a) ^ m / (1 - Real.exp (-d / a)) ≠ 0 :=
    (div_pos (pow_pos hq0 m) (sub_pos.mpr hq1)).ne'
  have hr : Real.exp (-d / a) / (1 - Real.exp (-d / a)) = 1 / (Real.exp (d / a) - 1) := by
    rw [div_eq_div_iff (sub_pos.mpr hq1).ne' (sub_pos.mpr hE).ne']
    linear_combination hqE
  unfold meanStep
  rw [(hasSum_step_mul_weight hd ha m).tsum_eq, (hasSum_weight hd ha m).tsum_eq,
    mul_div_cancel_right₀ _ hS, hr, mul_one_div]

end

end MeanStepEq
```

The compiler's answer:

```
Main.lean:78:4: error(lean.unknownIdentifier): Unknown constant `Real.exp_lt_one`
```

Cause. The message says that Lean knows no constant called `Real.exp_lt_one`. The proof calls on it for `hq1`, the claim that exp(−d/a) is less than 1, and applies it to a proof that −d/a is negative. That argument is sound, but the lemma it is handed to does not exist under that name.

The repair uses `Real.exp_lt_one_iff` instead, which says that exp x < 1 holds exactly when x < 0. Because this is an equivalence and not an implication, it can't be applied directly to the proof of negativity. The added `.mpr` picks out the direction from x < 0 to exp x < 1, and the old argument then fits unchanged. The two earlier `HasSum` theorems in the file already prove the same inequality in this way. Nothing else in the proof had to change.

Fix (accepted with no message):

```diff
@@ -76,5 +76,5 @@
   have hq0 := Real.exp_pos (-d / a)
   have hq1 : Real.exp (-d / a) < 1 :=
-    Real.exp_lt_one (div_neg_of_neg_of_pos (by linarith) ha)
+    Real.exp_lt_one_iff.mpr (div_neg_of_neg_of_pos (by linarith) ha)
   have hE : 1 < Real.exp (d / a) := Real.one_lt_exp_iff.mpr (div_pos hd ha)
   have hqE : Real.exp (-d / a) * Real.exp (d / a) = 1 := by
```
